# For Hermitian h and an orthogonal projector P, h − (1−P)hP keeps the own-basis energies and is Hermitian exactly when h commutes with P

Atomic orbitals on two monomers overlap, and the first choice is where to put that overlap. Here it is absorbed into the basis: the full dimer basis is taken to be orthonormalised and finite. The span of one monomer's own functions is then described by a matrix $P$ with $P^\dagger=P$ and $P^2=P$. This matrix need not be diagonal, since orthonormalising the dimer basis can mix functions of both monomers. The monomer's Hamiltonian in the same basis is a fixed Hermitian matrix $h$.

Basis set superposition error arises when a monomer lowers its energy by borrowing its partner's functions, called ghost functions when the partner itself is absent. The term of $h$ that carries own functions out of their span is $(1-P)hP$. Removing it gives what is called the chemical-Hamiltonian operator in this text,
$$h' = h-(1-P)hP .$$
For this finite one-particle model, the exercises show that $h'$ reproduces the energies computed in the monomer's own basis, and they find the price in Hermiticity. Two-electron integrals, self-consistency and the assembly of a dimer Hamiltonian from its monomers do not enter. Nor does the biorthogonal treatment of overlapping functions in the full chemical Hamiltonian approach, so the results are claimed only for the $h'$ defined here.

In Lean, the basis functions are labelled by a finite type `n`, operators are of type `Matrix n n ℂ`, and states are coefficient vectors `n → ℂ`.

```lean
import Mathlib

open Matrix
open scoped ComplexOrder

namespace ChemicalHamiltonianBSSE

variable {n : Type*} [Fintype n] [DecidableEq n]
```

The operator $h'$ is `chemHam h P`. The definition accepts any two square matrices; Hermiticity and idempotency are hypotheses of the individual theorems, so each exercise shows which of them it uses.

```lean
/-- The chemical-Hamiltonian operator `h - (1 - P) h P`: the part of `h` that carries the
monomer's own functions out of their span is removed. -/
def chemHam (h P : Matrix n n ℂ) : Matrix n n ℂ := h - (1 - P) * h * P
```

## (a) The complement of a projector

**Task.** Show that $1-P$ is idempotent if $P$ is.

**Solution.** Expand the square and use $P^2=P$:
$$(1-P)^2 = 1-2P+P^2 = 1-2P+P = 1-P .$$
In the proof, `simp only` multiplies out and replaces `P * P` by `P`, and `abel` collects the terms.

```lean
/-- The complement of an idempotent is idempotent. -/
theorem compl_idem {P : Matrix n n ℂ} (hP : P * P = P) :
    (1 - P) * (1 - P) = 1 - P := by
  simp only [sub_mul, mul_sub, one_mul, mul_one, hP]
  abel
```

## (b) Action on the own functions

**Task.** Show that $h'P=PhP$.

**Solution.** Multiply the definition by $P$ from the right:
$$h'P = hP-(1-P)hP^2 = hP-(1-P)hP = hP-hP+PhP = PhP .$$
Whatever $h'$ does to an own function, the result stays in the own space, and it is what the projected Hamiltonian $PhP$ gives.

The Lean proof first establishes the intermediate form `e`, in which the product `P * P` is visible. It then rewrites with `hP`, the idempotency hypothesis, and leaves the remaining expansion to `noncomm_ring`, which respects the order of matrix factors. Neither $h$ nor $P$ has to be Hermitian.

```lean
/-- On the own functions the chemical-Hamiltonian operator acts as the projected
Hamiltonian `P h P`. -/
theorem chemHam_mul_proj (h : Matrix n n ℂ) {P : Matrix n n ℂ} (hP : P * P = P) :
    chemHam h P * P = P * h * P := by
  have e : chemHam h P * P = h * P - (1 - P) * h * (P * P) := by
    unfold chemHam
    noncomm_ring
  rw [e, hP]
  noncomm_ring
```

## (c) The view from the complement

**Task.** Show that $(1-P)h'=(1-P)h(1-P)$.

**Solution.** Multiply from the left and use part (a):
$$(1-P)h' = (1-P)h-(1-P)^2hP = (1-P)h-(1-P)hP = (1-P)h(1-P).$$
Take an orthonormal basis that lists the own space first and its complement second. Part (b) gives the first block column of $h'$ and part (c) the second block row. The upper right block is that of $h$, because the removed term $(1-P)hP$ vanishes on the complement. Together,
$$h'=\begin{pmatrix} h_{AA} & h_{AB}\\ 0 & h_{BB}\end{pmatrix}.$$
The block leading from own to outer functions is gone, while the block leading back is kept. The proof has the same plan as in (b), with `compl_idem` as the rewriting step.

```lean
/-- Seen from the complement of the own space, the chemical-Hamiltonian operator acts as
the complementary block of `h`. -/
theorem compl_mul_chemHam (h : Matrix n n ℂ) {P : Matrix n n ℂ} (hP : P * P = P) :
    (1 - P) * chemHam h P = (1 - P) * h * (1 - P) := by
  have e : (1 - P) * chemHam h P = (1 - P) * h - (1 - P) * (1 - P) * h * P := by
    unfold chemHam
    noncomm_ring
  rw [e, compl_idem hP]
  noncomm_ring
```

## (d) The deviation from Hermiticity

**Task.** For Hermitian $h$ and $P$, compute $h'^\dagger-h'$.

**Solution.** Taking the adjoint reverses the order of the factors, so $h'^\dagger = h-Ph(1-P)$. Therefore
$$\begin{aligned}
h'^\dagger-h' &= -Ph(1-P)+(1-P)hP\\
&= -Ph+PhP+hP-PhP\\
&= hP-Ph .
\end{aligned}$$
The deviation is the commutator $[h,P]$. Idempotency is not needed here, and the theorem does not assume it.

The superscript `ᴴ` is the conjugate transpose. The equation `e` in the proof is the formula for $h'^\dagger$, obtained from the rules for adjoints of sums and products together with `hh.eq` and `hPh.eq`, which say that $h$ and $P$ equal their own adjoints.

```lean
/-- The deviation of the chemical-Hamiltonian operator from Hermiticity is the commutator
of the Hamiltonian with the projector. -/
theorem chemHam_adjoint_sub {h P : Matrix n n ℂ} (hh : h.IsHermitian)
    (hPh : P.IsHermitian) :
    (chemHam h P)ᴴ - chemHam h P = h * P - P * h := by
  have e : (chemHam h P)ᴴ = h - P * h * (1 - P) := by
    simp only [chemHam, Matrix.conjTranspose_sub, Matrix.conjTranspose_mul,
      Matrix.conjTranspose_one, hh.eq, hPh.eq, mul_assoc]
  rw [e]
  unfold chemHam
  noncomm_ring
```

## (e) Unchanged energies and the Hermiticity criterion

**Task.** Let $h$ be Hermitian and $P$ a Hermitian idempotent. Show that a vector with $Pv=v$ satisfies $h'v=Ev$ if and only if it satisfies $PhPv=Ev$, and that $h'$ is Hermitian if and only if $hP=Ph$.

**Solution.** For $v$ in the own space, insert the projector and use (b):
$$h'v=h'Pv=PhPv .$$
The two operators give the same vector, so the two eigenvalue equations are the same equation. For the second claim, (d) gives $h'^\dagger-h'=hP-Ph$, and one side vanishes exactly when the other does.

"Unchanged" compares $h'$ with the own-basis problem $PhP$, not with the uncorrected $h$ in the full basis. The condition $Pv=v$ matters, because $PhP$ also sends every vector outside the own space with $Pv=0$ to zero, and those spurious zero energies say nothing about the monomer.

The Hermiticity criterion rests on (d), so it uses $P^\dagger=P$ but not $P^2=P$. For an idempotent $P$ that is not Hermitian it can fail. Take
$$h=\begin{pmatrix}1&0\\0&2\end{pmatrix},\qquad P=\begin{pmatrix}1&1\\0&0\end{pmatrix}.$$
Here $P^2=P$ but $P^\dagger\neq P$. One finds
$$hP=\begin{pmatrix}1&1\\0&0\end{pmatrix},\qquad Ph=\begin{pmatrix}1&2\\0&0\end{pmatrix},\qquad (1-P)hP=0 .$$
So $h'=h$ is Hermitian although $h$ and $P$ do not commute.

The Lean theorem joins three statements by `∧`: the identity from (b), the equivalence for all `v` and `E`, and the criterion. The symbol `*ᵥ` applies a matrix to a vector, and `•` multiplies by a scalar. The energy `E` is allowed to be complex, and `v` may be zero, in which case both equations hold trivially. The `calc` block is the line $h'v=h'Pv=PhPv$. In the last part, each direction makes one side of (d) zero and reads off the other.

```lean
/-- The chemical-Hamiltonian operator reduces to `P h P` on the own functions, has there the
same eigenvectors and energies as `P h P`, and is Hermitian if and only if `h` commutes
with `P`. -/
theorem chemHam_main {h P : Matrix n n ℂ} (hh : h.IsHermitian)
    (hPh : P.IsHermitian) (hP : P * P = P) :
    chemHam h P * P = P * h * P ∧
    (∀ (v : n → ℂ) (E : ℂ), P *ᵥ v = v →
      (chemHam h P *ᵥ v = E • v ↔ (P * h * P) *ᵥ v = E • v)) ∧
    ((chemHam h P).IsHermitian ↔ h * P = P * h) := by
  refine ⟨chemHam_mul_proj h hP, ?_, ?_⟩
  · intro v E hv
    -- insert the projector in front of `v`
    have e : chemHam h P *ᵥ v = (P * h * P) *ᵥ v := by
      calc chemHam h P *ᵥ v = chemHam h P *ᵥ (P *ᵥ v) := by rw [hv]
        _ = (P * h * P) *ᵥ v := by rw [Matrix.mulVec_mulVec, chemHam_mul_proj h hP]
    rw [e]
  · -- the adjoint minus the operator is the commutator of `h` with `P`
    have e := chemHam_adjoint_sub hh hPh
    constructor
    · intro H
      rw [H.eq, sub_self] at e
      exact sub_eq_zero.mp e.symm
    · intro H
      rw [H, sub_self] at e
      exact sub_eq_zero.mp e
```

## (f) The residual under the uncorrected Hamiltonian

**Task.** Let $Pv=v$ and $PhPv=Ev$. By how much does $v$ fail to be an eigenvector of $h$?

**Solution.** Since $Pv=v$, the eigenvalue equation reads $P(hv)=Ev$. Hence
$$hv-Ev = hv-P(hv) = (1-P)hv .$$
The residual is the part of $hv$ that lies along the outer functions. Because $v=Pv$, it is also $(1-P)hPv$, the term that the correction removes. An own-basis eigenvector thus solves the full-basis problem with the same energy only if $h$ does not couple it to the outside.

In Lean, `e` is the step $PhPv=P(hv)$, and the final rewriting replaces $Ev$ by it.

```lean
/-- For an eigenvector of the own-basis problem, the residual under the uncorrected
Hamiltonian is the component of `h v` outside the own space. -/
theorem own_basis_residual {h P : Matrix n n ℂ} {v : n → ℂ} {E : ℂ}
    (hv : P *ᵥ v = v) (he : (P * h * P) *ᵥ v = E • v) :
    h *ᵥ v - E • v = (1 - P) *ᵥ (h *ᵥ v) := by
  have e : (P * h * P) *ᵥ v = P *ᵥ (h *ᵥ v) := by
    rw [← Matrix.mulVec_mulVec, hv, ← Matrix.mulVec_mulVec]
  rw [← he, e, Matrix.sub_mulVec, Matrix.one_mulVec]
```

## (g) Real energies of a Hermitian matrix

**Task.** Show that $Av=Ev$ with $A^\dagger=A$ and $v\neq0$ forces $E$ to be real.

**Solution.** Evaluate $v^\dagger Av$ in two ways. Acting to the right gives $E\,v^\dagger v$. Acting to the left gives $(Av)^\dagger v=E^*v^\dagger v$. Since $v^\dagger v\neq0$, it can be cancelled, which leaves $E=E^*$.

In the proof, `h1` equates the two evaluations and `h2` states that $v^\dagger v\neq0$. The conclusion is written `E.im = 0`: the imaginary part vanishes.

```lean
omit [DecidableEq n] in
/-- An eigenvalue of a Hermitian matrix is real. -/
theorem hermitian_energy_real {A : Matrix n n ℂ} (hA : A.IsHermitian) {v : n → ℂ} {E : ℂ}
    (hv0 : v ≠ 0) (hv : A *ᵥ v = E • v) : E.im = 0 := by
  have h1 : star v ⬝ᵥ (A *ᵥ v) = star (A *ᵥ v) ⬝ᵥ v := by
    rw [Matrix.star_mulVec, hA.eq, Matrix.dotProduct_mulVec]
  rw [hv, star_smul, dotProduct_smul, smul_dotProduct, smul_eq_mul, smul_eq_mul] at h1
  have h2 : star v ⬝ᵥ v ≠ 0 := by
    intro h0

    exact hv0 (dotProduct_star_self_eq_zero.mp h0)
  exact Complex.conj_eq_iff_im.mp (mul_right_cancel₀ h2 h1).symm
```

## (h) Real energies without Hermiticity

**Task.** Let $h$ be Hermitian and $P$ a Hermitian idempotent. Show that every eigenvalue of $h'$ is real, even if $h'$ is not Hermitian.

**Solution.** Let $h'v=Ev$ with $v\neq0$, and let $w=(1-P)v$ be the outer component. There are two cases.

If $w=0$, then $Pv=v$. By (e), $v$ is an eigenvector of $PhP$ with energy $E$. This matrix is Hermitian, so $E$ is real by (g).

If $w\neq0$, use (a) and (c):
$$(1-P)h(1-P)\,w=(1-P)h(1-P)\,v=(1-P)h'v=Ew .$$
So $w$ is an eigenvector of the Hermitian matrix $(1-P)h(1-P)$ with energy $E$, and (g) applies again.

The Lean proof follows this division with `by_cases`. The auxiliary fact `block` says that $BhB$ is Hermitian whenever $B$ is, and it serves both cases, with $B=P$ and $B=1-P$. The closing `calc` is the displayed chain.

Real eigenvalues are all that the theorem provides. It gives neither orthogonal eigenvectors nor a complete set of them.

```lean
/-- Every eigenvalue of the chemical-Hamiltonian operator is real, whether or not the
operator is Hermitian. -/
theorem chemHam_energy_real {h P : Matrix n n ℂ} (hh : h.IsHermitian)
    (hPh : P.IsHermitian) (hP : P * P = P) {v : n → ℂ} {E : ℂ}
    (hv0 : v ≠ 0) (hv : chemHam h P *ᵥ v = E • v) : E.im = 0 := by
  have block : ∀ B : Matrix n n ℂ, B.IsHermitian → (B * h * B).IsHermitian := by
    intro B hB
    simp only [Matrix.IsHermitian, Matrix.conjTranspose_mul, hB.eq, hh.eq, mul_assoc]
  by_cases hq : (1 - P) *ᵥ v = 0
  · -- `v` lies in the own space and solves the own-basis problem
    rw [Matrix.sub_mulVec, Matrix.one_mulVec, sub_eq_zero] at hq
    exact hermitian_energy_real (block P hPh) hv0
      (((chemHam_main hh hPh hP).2.1 v E hq.symm).mp hv)
  · -- otherwise its outer component solves the complementary problem
    refine hermitian_energy_real (block (1 - P) (Matrix.isHermitian_one.sub hPh)) hq ?_
    calc ((1 - P) * h * (1 - P)) *ᵥ ((1 - P) *ᵥ v)
        = ((1 - P) * h * (1 - P)) *ᵥ v := by
          rw [Matrix.mulVec_mulVec, mul_assoc ((1 - P) * h), compl_idem hP]
      _ = (1 - P) *ᵥ (chemHam h P *ᵥ v) := by
          rw [Matrix.mulVec_mulVec, compl_mul_chemHam h hP]
      _ = E • ((1 - P) *ᵥ v) := by rw [hv, Matrix.mulVec_smul]
```

## (i) One own function and one ghost function

**Task.** Let the own function have energy $a$, the ghost function energy $b$, both real, and let their coupling be $t\neq0$. Compute $h'$ and decide whether it is Hermitian.

**Solution.** The matrices are
$$h=\begin{pmatrix}a&t\\t^*&b\end{pmatrix},\qquad P=\begin{pmatrix}1&0\\0&0\end{pmatrix}.$$
Both are Hermitian, and $P^2=P$. The removed term contains only the lower left entry:
$$(1-P)hP=\begin{pmatrix}0&0\\t^*&0\end{pmatrix},\qquad h'=\begin{pmatrix}a&t\\0&b\end{pmatrix}.$$
A Hermitian $h'$ would need $t=0^*=0$, which is excluded.

For numbers, take $a=0$, $b=3$, $t=2$ in some energy unit. The uncorrected eigenvalues solve
$$E^2-3E-4=0,$$
so $E=-1$ or $E=4$. The own-basis energy is $0$, and access to the ghost function lowers it by one unit, which is the superposition error of this model.

The corrected matrix has eigenvalues $0$ and $3$. The first belongs to $(1,0)^T$, the own function itself, with its energy restored. For this vector $hv-Ev=(0,2)^T$, the residual described in (f). The second belongs to the normalised vector $(2,3)^T/\sqrt{13}$. Its overlap with the first is $2/\sqrt{13}\approx0.555$, so the energies are real but the eigenvectors are not orthogonal.

The Lean theorem treats all real `a`, `b` and all complex `t` with `t ≠ 0`. It checks the three hypotheses on $h$ and $P$, the form of $h'$, and the failure of Hermiticity. The matrix identities are verified entry by entry with `fin_cases`, and the last step compares the two off-diagonal entries of $h'$.

```lean
/-- One own function and one ghost function with real site energies `a`, `b` and coupling
`t ≠ 0`: the hypotheses on `h` and `P` hold, and the chemical-Hamiltonian operator is upper
triangular and not Hermitian. -/
theorem chemHam_witness (a b : ℝ) (t : ℂ) (ht : t ≠ 0) :
    (!![(a : ℂ), t; star t, (b : ℂ)]).IsHermitian ∧
    (!![(1 : ℂ), 0; 0, 0]).IsHermitian ∧
    !![(1 : ℂ), 0; 0, 0] * !![(1 : ℂ), 0; 0, 0] = !![(1 : ℂ), 0; 0, 0] ∧
    chemHam !![(a : ℂ), t; star t, (b : ℂ)] !![(1 : ℂ), 0; 0, 0]
      = !![(a : ℂ), t; 0, (b : ℂ)] ∧
    ¬ (chemHam !![(a : ℂ), t; star t, (b : ℂ)] !![(1 : ℂ), 0; 0, 0]).IsHermitian := by
  have e : chemHam !![(a : ℂ), t; star t, (b : ℂ)] !![(1 : ℂ), 0; 0, 0]
      = !![(a : ℂ), t; 0, (b : ℂ)] := by
    ext i j
    fin_cases i <;> fin_cases j <;>
      simp [chemHam, Matrix.one_fin_two]
  refine ⟨?_, ?_, ?_, e, ?_⟩
  · ext i j
    fin_cases i <;> fin_cases j <;> simp [Matrix.conjTranspose_apply]
  · ext i j
    fin_cases i <;> fin_cases j <;> simp [Matrix.conjTranspose_apply]
  · ext i j
    fin_cases i <;> fin_cases j <;> simp [Matrix.mul_apply, Fin.sum_univ_succ]
  · intro H
    rw [e] at H
    -- compare the two off-diagonal entries
    have h01 : star (0 : ℂ) = t := H.apply 0 1
    exact ht (h01.symm.trans (star_zero ℂ))

end ChemicalHamiltonianBSSE
```

```lean
#print axioms ChemicalHamiltonianBSSE.own_basis_residual
-- 'ChemicalHamiltonianBSSE.own_basis_residual' depends on axioms: [propext, Classical.choice, Quot.sound]
#print axioms ChemicalHamiltonianBSSE.chemHam_energy_real
-- 'ChemicalHamiltonianBSSE.chemHam_energy_real' depends on axioms: [propext, Classical.choice, Quot.sound]
```
